# Nematic and chiral states are the two extremes of $|\eta\cdot\eta|$ for a unit two-component order parameter

Take a superconducting order parameter with two complex components of equal weight and a relative phase $\varphi$,

$$\eta = (\eta_0, \eta_1) = \tfrac{1}{\sqrt2}\,(1,\ e^{i\varphi}), \qquad |\eta_0|^2 + |\eta_1|^2 = 1 .$$

The sum of the squares, taken without complex conjugation, is

$$\eta_0^2 + \eta_1^2 = \tfrac12\,(1 + e^{2i\varphi}) = e^{i\varphi}\cos\varphi ,$$

so its modulus $|\cos\varphi|$ lies between $0$ and $1$. At $\varphi = 0$ or $\pi$ the vector is real, the two squares point in the same direction of the complex plane, and the modulus is $1$. At $\varphi = \pm\pi/2$ one has $\eta_1 = \pm i\eta_0$, the two squares cancel, and the modulus is $0$. A single component cannot show this, since $|\eta_0^2| = |\eta_0|^2$ whatever the phase. The family above fixes equal weights, but the pattern holds for every unit vector in $\mathbb C^2$: the modulus is at most $1$, it equals $1$ exactly when $\eta$ is a phase times a real vector, and it is $0$ exactly when $\eta_1 = \pm i \eta_0$.

## The order parameter and its two quadratic forms

An order parameter with $n$ components is a function `η : Fin n → ℂ`, one complex amplitude $\eta_j$ for each $j = 0, \dots, n-1$, with no dependence on position. The amplitudes multiply a fixed set of real basis functions of the gap, for example $k_x$ and $k_y$, the components of the wave vector, in a $p$-wave state. Components are counted from zero, so $\eta_0$ and $\eta_1$ are `η 0` and `η 1`. In the code `I` is the imaginary unit, `i` is a component index, and `exp` is the complex exponential.

In Lean 4 with Mathlib:

```lean
import Mathlib

open Complex Finset

namespace TwoComponentOrderParameter

noncomputable section

variable {n : ℕ}
```

The condensate density is the Hermitian square

$$N(\eta) = \sum_j |\eta_j|^2 .$$

It is written as an explicit sum because Mathlib's norm on `Fin n → ℂ` is the largest of the $|\eta_j|$, not the Euclidean length. A unit order parameter is one with `density η = 1`.

```lean
/-- Condensate density `∑ |η_i|²` of a multicomponent order parameter. -/
def density (η : Fin n → ℂ) : ℝ := ∑ i, ‖η i‖ ^ 2
```

The second form is bilinear,

$$P(\eta) = \eta\cdot\eta = \sum_j \eta_j^2 .$$

Multiplying $\eta$ by a global phase $e^{i\theta}$, with $\theta$ real, multiplies $P$ by $e^{2i\theta}$, so the gauge-invariant quantity is $|P|$, which is `‖pairAmp η‖`.

```lean
/-- The bilinear amplitude `η · η = ∑ η_i²` (no complex conjugation). -/
def pairAmp (η : Fin n → ℂ) : ℂ := ∑ i, η i ^ 2
```

A state is nematic when $\eta_j = e^{i\theta} r_j$ for one real angle $\theta$ and real numbers $r_j$ of either sign. For two components and $\eta \neq 0$ the real vector $r$ singles out an axis in the plane, which is the origin of the name. The definition asks for no normalisation: the zero vector satisfies it, and for $n = 1$ every state does.

```lean
/-- Nematic state: a global phase times a real vector. -/
def IsNematic (η : Fin n → ℂ) : Prop :=
  ∃ (θ : ℝ) (r : Fin n → ℝ), ∀ i, η i = exp (θ * I) * r i
```

A two-component state is chiral when $\eta_1 = i\eta_0$ or $\eta_1 = -i\eta_0$. With the $p$-wave basis these are the gaps $\eta_0\,(k_x \pm i k_y)$, which complex conjugation exchanges up to a global phase. The definition is for `Fin 2` only, and it also admits the zero vector.

```lean
/-- Chiral state of a two-component order parameter: `η₁ = i η₀` or `η₁ = -i η₀`. -/
def IsChiral (η : Fin 2 → ℂ) : Prop := η 1 = I * η 0 ∨ η 1 = -I * η 0
```

The uniform Ginzburg-Landau free energy density, cut off at fourth order, is taken to be

$$F(\eta) = \alpha N + \beta_1 N^2 + \beta_2 |P|^2 .$$

The three real constants are postulated, not computed from a pairing interaction. The coefficient $\alpha$ is the one that changes sign at the mean-field transition, $\beta_1$ is the quartic cost of density regardless of the direction of $\eta$, and $\beta_2$ multiplies the only term that depends on the relative phases of the components at given $N$. This form is unchanged by a global phase and by real rotations of the components. It has no gradient terms, no magnetic field, no sixth-order terms, and no further quartic term such as $|\eta_0|^2|\eta_1|^2$, which a tetragonal crystal allows.

```lean
/-- Uniform Ginzburg-Landau free energy `α |η|² + β₁ |η|⁴ + β₂ |η · η|²`. -/
def freeEnergy (α β₁ β₂ : ℝ) (η : Fin n → ℂ) : ℝ :=
  α * density η + β₁ * density η ^ 2 + β₂ * ‖pairAmp η‖ ^ 2
```

## The bound $|P| \le N$

The triangle inequality, followed by $|z^2| = |z|^2$ for each term, gives

$$|P| = \Big|\sum_j \eta_j^2\Big| \le \sum_j |\eta_j^2| = \sum_j |\eta_j|^2 = N$$

for any number of components. In the proof `norm_sum_le` is the inequality and `norm_pow` is the termwise equality.

```lean
/-- For any number of components, `|η · η| ≤ |η|²`. -/
theorem norm_pairAmp_le (η : Fin n → ℂ) : ‖pairAmp η‖ ≤ density η := by
  unfold pairAmp density
  refine (norm_sum_le _ _).trans (le_of_eq ?_)
  exact Finset.sum_congr rfl fun i _ => norm_pow _ _
```

## Saturation of the bound means a real vector times a phase

Suppose $|P| = N$. Write $P = |P|\,e^{2i\theta}$ with $\theta = \tfrac12 \arg P$, and remove this phase from every component by setting $w_j = e^{-i\theta}\eta_j$. The angle is half the argument because $P$ carries the phase twice. Then $P = e^{2i\theta}\sum_j w_j^2$, and cancelling the nonzero factor $e^{2i\theta}$ between the two expressions for $P$ leaves

$$\sum_j w_j^2 = |P| = N .$$

Split $w_j = a_j + i b_j$ with $a_j, b_j$ real. The real part of the last equation reads

$$\sum_j (a_j^2 - b_j^2) = N ,$$

while $|w_j| = |\eta_j|$ gives

$$\sum_j (a_j^2 + b_j^2) = N .$$

Subtracting the first from the second yields $2\sum_j b_j^2 = 0$. A sum of squares of real numbers vanishes only if each term does, so every $b_j$ is zero and $\eta_j = e^{i\theta} a_j$, which is the nematic form with $r_j = a_j$.

Conversely, if $\eta_j = e^{i\theta} r_j$ then $P = e^{2i\theta}\sum_j r_j^2$ and $N = \sum_j r_j^2$. Since $|e^{i\theta}| = 1$ and the sum is not negative, $|P| = \sum_j r_j^2 = N$.

The theorem `norm_pairAmp_eq_iff` states the equivalence for every $n$ and every $\eta$, normalised or not. Its first branch follows the computation line by line: `hθ` is the polar form of $P$ with the half angle, `hw` introduces $w$, `hP` and `hsum` cancel the phase, `hre` and `hN` are the two displayed sums, and `him` is their difference, found by `linarith`. The lemma `Finset.sum_eq_zero_iff_of_nonneg` passes from the sum to its terms, and the witness for $r$ is `fun i => (w i).re`. In the second branch `hP` and `hN` are the two evaluations of the converse and `abs_of_nonneg` removes the absolute value.

```lean
/-- For any number of components, `|η · η| = |η|²` exactly for nematic states. -/
theorem norm_pairAmp_eq_iff (η : Fin n → ℂ) :
    ‖pairAmp η‖ = density η ↔ IsNematic η := by
  constructor
  · intro h
    -- gauge away half the phase of `η · η`
    obtain ⟨θ, hθ⟩ : ∃ θ : ℝ, pairAmp η = (‖pairAmp η‖ : ℂ) * exp (θ * I) ^ 2 := by
      refine ⟨arg (pairAmp η) / 2, ?_⟩
      have e : ((arg (pairAmp η) / 2 : ℝ) : ℂ) * I + ((arg (pairAmp η) / 2 : ℝ) : ℂ) * I
          = arg (pairAmp η) * I := by
        push_cast
        ring
      rw [sq, ← Complex.exp_add, e]
      exact (Complex.norm_mul_exp_arg_mul_I _).symm
    have hu : ‖exp (θ * I)‖ = 1 := Complex.norm_exp_ofReal_mul_I θ
    have hu0 : exp (θ * I) ≠ 0 := Complex.exp_ne_zero _
    obtain ⟨w, hw⟩ : ∃ w : Fin n → ℂ, ∀ i, η i = exp (θ * I) * w i :=
      ⟨fun i => (exp (θ * I))⁻¹ * η i, fun i => (mul_inv_cancel_left₀ hu0 _).symm⟩
    have hP : pairAmp η = (∑ i, w i ^ 2) * exp (θ * I) ^ 2 := by
      unfold pairAmp
      rw [Finset.sum_mul]
      exact Finset.sum_congr rfl fun i _ => by rw [hw i]; ring
    have hsum : (∑ i, w i ^ 2) = (‖pairAmp η‖ : ℂ) :=
      mul_right_cancel₀ (pow_ne_zero 2 hu0) (hP.symm.trans hθ)
    have hre : ∑ i, ((w i).re ^ 2 - (w i).im ^ 2) = density η := by
      have h1 := congrArg Complex.re hsum
      rw [Complex.ofReal_re, h, Complex.re_sum] at h1
      rw [← h1]
      exact Finset.sum_congr rfl fun i _ => by rw [sq (w i), Complex.mul_re]; ring
    have hN : density η = ∑ i, ((w i).re ^ 2 + (w i).im ^ 2) := by
      unfold density
      refine Finset.sum_congr rfl fun i _ => ?_
      rw [hw i, norm_mul, hu, one_mul, Complex.sq_norm, Complex.normSq_apply]
      ring
    -- comparing the two sums kills all imaginary parts
    have him : ∑ i, (w i).im ^ 2 = 0 := by
      rw [Finset.sum_sub_distrib] at hre
      rw [Finset.sum_add_distrib] at hN
      linarith
    rw [Finset.sum_eq_zero_iff_of_nonneg fun i _ => sq_nonneg _] at him
    refine ⟨θ, fun i => (w i).re, fun i => ?_⟩
    have hi : (w i).im = 0 := pow_eq_zero_iff (two_ne_zero) |>.mp (him i (mem_univ i))
    have hwi : w i = ((w i).re : ℂ) := by
      apply Complex.ext
      · simp
      · simp [hi]
    exact (hw i).trans (congrArg _ hwi)
  · rintro ⟨θ, r, hr⟩
    have hu : ‖exp (θ * I)‖ = 1 := Complex.norm_exp_ofReal_mul_I θ
    have hP : pairAmp η = exp (θ * I) ^ 2 * ((∑ i, r i ^ 2 : ℝ) : ℂ) := by
      unfold pairAmp
      rw [Complex.ofReal_sum, Finset.mul_sum]
      exact Finset.sum_congr rfl fun i _ => by rw [hr i, Complex.ofReal_pow]; ring
    have hN : density η = ∑ i, r i ^ 2 := by
      unfold density
      refine Finset.sum_congr rfl fun i _ => ?_
      rw [hr i, norm_mul, hu, one_mul, Complex.norm_real, Real.norm_eq_abs, sq_abs]
    rw [hP, hN, norm_mul, norm_pow, hu, one_pow, one_mul, Complex.norm_real,
      Real.norm_eq_abs]
    exact abs_of_nonneg (Finset.sum_nonneg fun i _ => sq_nonneg _)
```

The sign of the $r_j$ is where the argument invites an error. Equality in the triangle inequality aligns the squares $\eta_j^2$, and it is a short slip to conclude that the $\eta_j$ themselves share one phase, that is $\eta_j = e^{i\theta}|\eta_j|$. The unit vector $(1, -1)/\sqrt2$, the case $\varphi = \pi$ of the opening family, has $P = 1$ although its components differ in phase by $\pi$. Aligned squares fix each component's phase only modulo $\pi$, so a version of `IsNematic` with $r_j \ge 0$ would make the forward direction of the theorem false.

## Vanishing of $P$ for two components

Over the complex numbers a sum of two squares factorises,

$$(\eta_1 - i\eta_0)(\eta_1 + i\eta_0) = \eta_1^2 - i^2\eta_0^2 = \eta_0^2 + \eta_1^2 = P ,$$

and a product of complex numbers is zero exactly when one factor is. Hence $P = 0$ if and only if $\eta_1 = i\eta_0$ or $\eta_1 = -i\eta_0$. In the proof `hf` is the factorisation, with the second factor written as `η 1 - -I * η 0` so that it matches the definition. The two sides of `hf` differ by $\eta_0^2\,(i^2 + 1)$, and `linear_combination` cancels this with $\eta_0^2$ times the identity `Complex.I_sq`. Then `mul_eq_zero` and `sub_eq_zero` turn the equation into the two alternatives of `IsChiral`. The step uses $n = 2$: for three or more components the sum of squares does not split into linear factors.

```lean
/-- For two components, `η · η = η₀² + η₁² = 0` exactly for chiral states. -/
theorem pairAmp_eq_zero_iff (η : Fin 2 → ℂ) : pairAmp η = 0 ↔ IsChiral η := by
  -- factorise over the complex numbers
  have hf : pairAmp η = (η 1 - I * η 0) * (η 1 - -I * η 0) := by
    unfold pairAmp
    rw [Fin.sum_univ_two]
    linear_combination (η 0 ^ 2) * Complex.I_sq
  rw [hf, mul_eq_zero, sub_eq_zero, sub_eq_zero]
  rfl
```

## The unit vector in $\mathbb C^2$

Setting $n = 2$ and $N = 1$ in the three results gives the claim of the opening. The theorem `unit_two_component` takes `η : Fin 2 → ℂ` and the hypothesis `density η = 1`, and concludes three things: $|\eta_0^2 + \eta_1^2| \le 1$, the modulus equals $1$ if and only if $\eta$ is nematic, and $\eta_0^2 + \eta_1^2 = 0$ if and only if $\eta$ is chiral. The proof identifies the explicit sum with `pairAmp η` in `e` and substitutes $N = 1$ into the bound and the equality case. The third part does not use the normalisation.

```lean
/-- For a unit two-component order parameter, `|η₀² + η₁²| ≤ 1`, with equality exactly for nematic
states, and `η₀² + η₁²` vanishes exactly for chiral states. -/
theorem unit_two_component (η : Fin 2 → ℂ) (h : density η = 1) :
    ‖η 0 ^ 2 + η 1 ^ 2‖ ≤ 1 ∧ (‖η 0 ^ 2 + η 1 ^ 2‖ = 1 ↔ IsNematic η) ∧
      (η 0 ^ 2 + η 1 ^ 2 = 0 ↔ IsChiral η) := by
  have e : η 0 ^ 2 + η 1 ^ 2 = pairAmp η := by
    unfold pairAmp
    rw [Fin.sum_univ_two]
  have h1 := norm_pairAmp_le η
  have h2 := norm_pairAmp_eq_iff η
  rw [h] at h1 h2
  rw [e]
  exact ⟨h1, h2, pairAmp_eq_zero_iff η⟩
```

The two classes meet only where the condensate is absent. A nematic state has $|P| = N$ and a chiral one has $P = 0$, so a state that is both has $N = 0$. The hypothesis `density η ≠ 0` excludes this case, and it covers unit vectors in particular.

```lean
/-- A two-component state of nonzero density is not both nematic and chiral. -/
theorem not_nematic_and_chiral (η : Fin 2 → ℂ) (h : density η ≠ 0) :
    ¬ (IsNematic η ∧ IsChiral η) := by
  rintro ⟨h1, h2⟩
  have a := (norm_pairAmp_eq_iff η).mpr h1
  rw [(pairAmp_eq_zero_iff η).mpr h2, norm_zero] at a
  exact h a.symm
```

## The sign of $\beta_2$ selects the state at fixed density

Fix the density at a real value $N = \rho$. The first two terms of $F$ are then constants and only $\beta_2|P|^2$ varies, with $0 \le |P| \le \rho$. No sign is assumed for $\alpha$ or $\beta_1$.

For $\beta_2 > 0$ and two components,

$$F - (\alpha\rho + \beta_1\rho^2) = \beta_2 |P|^2 \ge 0 ,$$

and the right side is zero exactly when $P = 0$, which means that $\eta$ is chiral. The proof first rewrites `IsChiral η` as $P = 0$. The inequality is `hp`; for the equality case `h0` says $\beta_2|P|^2 = 0$, `h1` discards the factor $\beta_2 \neq 0$, and the last line goes from $|P|^2 = 0$ to $P = 0$.

```lean
/-- For `β₂ > 0` and two components at density `ρ`, the free energy is at least
`α ρ + β₁ ρ²`, with equality exactly for chiral states. -/
theorem chiral_minimises (α β₁ β₂ ρ : ℝ) (hβ : 0 < β₂) (η : Fin 2 → ℂ)
    (h : density η = ρ) :
    α * ρ + β₁ * ρ ^ 2 ≤ freeEnergy α β₁ β₂ η ∧
      (freeEnergy α β₁ β₂ η = α * ρ + β₁ * ρ ^ 2 ↔ IsChiral η) := by
  unfold freeEnergy
  rw [h, ← pairAmp_eq_zero_iff]
  have hp : 0 ≤ β₂ * ‖pairAmp η‖ ^ 2 := by positivity
  refine ⟨by linarith, fun e => ?_, fun e => by simp [e]⟩
  have h0 : β₂ * ‖pairAmp η‖ ^ 2 = 0 := by linarith
  have h1 : ‖pairAmp η‖ ^ 2 = 0 := (mul_eq_zero.mp h0).resolve_left hβ.ne'
  exact norm_eq_zero.mp (pow_eq_zero_iff (two_ne_zero) |>.mp h1)
```

For $\beta_2 < 0$ and any number of components,

$$F - \big(\alpha\rho + (\beta_1 + \beta_2)\rho^2\big) = (-\beta_2)\,(\rho^2 - |P|^2) \ge 0 ,$$

because $0 \le |P| \le \rho$ implies $|P|^2 \le \rho^2$. Equality forces $|P|^2 = \rho^2$, hence $|P| = \rho$ since neither is negative, and this is the nematic condition. Here `hsq` squares the bound and `hm` multiplies it by $-\beta_2 \ge 0$. In the equality case `h1` isolates the $\beta_2$ terms, `mul_left_cancel₀` removes $\beta_2$, and `sq_eq_sq₀` takes the square root, with $\rho \ge 0$ supplied by `h0.trans hle`.

```lean
/-- For `β₂ < 0` and any number of components at density `ρ`, the free energy is at least
`α ρ + (β₁ + β₂) ρ²`, with equality exactly for nematic states. -/
theorem nematic_minimises (α β₁ β₂ ρ : ℝ) (hβ : β₂ < 0) (η : Fin n → ℂ)
    (h : density η = ρ) :
    α * ρ + (β₁ + β₂) * ρ ^ 2 ≤ freeEnergy α β₁ β₂ η ∧
      (freeEnergy α β₁ β₂ η = α * ρ + (β₁ + β₂) * ρ ^ 2 ↔ IsNematic η) := by
  have hle := norm_pairAmp_le η
  unfold freeEnergy
  rw [← norm_pairAmp_eq_iff]
  rw [h] at hle ⊢
  have h0 : 0 ≤ ‖pairAmp η‖ := norm_nonneg _
  have hsq : ‖pairAmp η‖ ^ 2 ≤ ρ ^ 2 := pow_le_pow_left₀ h0 hle 2
  have hm := mul_le_mul_of_nonneg_left hsq (neg_nonneg.mpr hβ.le)
  refine ⟨by linarith, fun e => ?_, fun e => by rw [e]; ring⟩
  have h1 : β₂ * ‖pairAmp η‖ ^ 2 = β₂ * ρ ^ 2 := by linarith
  exact (sq_eq_sq₀ h0 (h0.trans hle)).mp (mul_left_cancel₀ hβ.ne h1)
```

Both theorems compare states of the same density. They do not minimise over $\rho$, so they say nothing on the equilibrium density or on whether $F$ is bounded below, which is the reason no stability condition on $\beta_1$ and $\beta_2$ appears among the hypotheses. At $\rho = 0$ the only state is $\eta = 0$, which is both nematic and, for $n = 2$, chiral, and for $\rho < 0$ no state satisfies `density η = ρ`. The case $\beta_2 = 0$ is in neither theorem. For $\beta_2 < 0$ all directions of the real vector $r$ have the same energy, so the model does not choose the nematic axis.

Within this uniform, quartic, rotation-invariant model, the question whether a two-component superconductor condenses into a state that is real up to gauge or into one of the pair $\eta_0\,(1, \pm i)$ comes down, at given density, to the sign of one coefficient, and $|P|/N$ for $N > 0$ is a number between $0$ and $1$ that tells where a computed order parameter lies between the two. The readings in terms of gap functions, gauge and crystal symmetry are physical commentary, and the theorems themselves concern only $N$, $P$, $F$ and the two definitions.

## Unit states of both kinds

Both classes contain unit vectors, so at $n = 2$ and $\rho = 1$ the two lower bounds on $F$ are attained. The vector $(1, 0)$ is nematic with $\theta = 0$ and $r = (1, 0)$. For the chiral class the theorem uses

$$\eta = \Big(\tfrac{1+i}{2},\ i\,\tfrac{1+i}{2}\Big) = \Big(\tfrac{1+i}{2},\ \tfrac{-1+i}{2}\Big) = e^{i\pi/4}\,\tfrac{1}{\sqrt2}\,(1,\ i) ,$$

the $\varphi = \pi/2$ member of the opening family with a global phase that makes all real and imaginary parts rational. It is chiral by construction, which is `Or.inl rfl`. Each component has squared modulus $(1^2 + 1^2)/4 = 1/2$, computed in `h` for the first and carried to the second by $|i| = 1$, so the density is $1$.

```lean
/-- The state `(1, 0)` is a unit nematic state and `((1+i)/2, i(1+i)/2)` is a unit
chiral state. -/
theorem unit_states_witness :
    (density ![1, 0] = 1 ∧ IsNematic ![1, 0]) ∧
      (density ![(1 + I) / 2, I * ((1 + I) / 2)] = 1 ∧
        IsChiral ![(1 + I) / 2, I * ((1 + I) / 2)]) := by
  refine ⟨⟨by simp [density, Fin.sum_univ_two], 0, ![1, 0], fun i => ?_⟩, ?_, Or.inl rfl⟩
  · fin_cases i <;> simp
  · have h : ‖(1 + I) / 2‖ ^ 2 = 1 / 2 := by
      rw [norm_div, div_pow, Complex.sq_norm (1 + I), Complex.normSq_apply]
      norm_num
    unfold density
    rw [Fin.sum_univ_two]
    show ‖(1 + I) / 2‖ ^ 2 + ‖I * ((1 + I) / 2)‖ ^ 2 = 1
    rw [norm_mul, Complex.norm_I, one_mul, h]
    norm_num

end

end TwoComponentOrderParameter
```

```lean
#print axioms TwoComponentOrderParameter.unit_two_component
#print axioms TwoComponentOrderParameter.not_nematic_and_chiral
#print axioms TwoComponentOrderParameter.chiral_minimises
#print axioms TwoComponentOrderParameter.nematic_minimises
```

```
'TwoComponentOrderParameter.unit_two_component' depends on axioms: [propext, Classical.choice, Quot.sound]
'TwoComponentOrderParameter.not_nematic_and_chiral' depends on axioms: [propext, Classical.choice, Quot.sound]
'TwoComponentOrderParameter.chiral_minimises' depends on axioms: [propext, Classical.choice, Quot.sound]
'TwoComponentOrderParameter.nematic_minimises' depends on axioms: [propext, Classical.choice, Quot.sound]
```
